# The cusp slope −q g(0)/(l+1) of a twice continuously differentiable partial-wave factor with a bounded remainder

Q: You write a partial wave as R(r) = r^l g(r) and take g to be twice continuously differentiable on the whole real line. A radius is never negative, and a cusp is a kink. Haven't you smoothed away the thing you want to study?

A: No, because the kink belongs to the function in space. Take l = 0: g(r) = exp(−r) is smooth in r, yet as a function of position it has a cusp at the origin, since r = |x| does. Values of g at negative r play no physical part; they only let g′(0) be an ordinary derivative. The choice does exclude the irregular solutions, which behave like r^(−l−1), and the smoothness of g is assumed, not derived.

In Lean 4 with Mathlib:

```lean
import Mathlib

open Filter Topology Set

namespace PartialWaveCusp

noncomputable section
```

Q: Which operators act on R?

A: The usual radial ones, in atomic units. `radialLaplacian` is

R″ + (2/r) R′ − l(l+1)/r² R

and `radialHamiltonian` has reduced mass μ, a Coulomb term c/r and a remaining potential V(r). Positive c means repulsion.

```lean
/-- The radial part of the Laplacian for angular momentum `l`, acting on `R` at a radius
`r ≠ 0`. -/
def radialLaplacian (l : ℕ) (R : ℝ → ℝ) (r : ℝ) : ℝ :=
  deriv (deriv R) r + 2 / r * deriv R r - l * (l + 1) / r ^ 2 * R r

/-- The radial Hamiltonian with reduced mass `μ ≠ 0`, Coulomb term `c / r` and remaining
potential `V`, acting on `R` at a radius `r ≠ 0`. -/
def radialHamiltonian (μ c : ℝ) (V : ℝ → ℝ) (l : ℕ) (R : ℝ → ℝ) (r : ℝ) : ℝ :=
  -(1 / (2 * μ)) * radialLaplacian l R r + (c / r + V r) * R r
```

Q: But your main theorem is about a different equation, with q and W in it.

A: That is the same equation after r^l has been divided out:

g″ + (2(l+1)/r) g′ + (2q/r) g = W g, for 0 < r < 1

The reduced mass is absorbed into q and W: q measures the Coulomb attraction and is negative for repulsion, while W collects the energy and every other potential term. The proposition `CuspEquation l q W g` says that this holds at each r in the open interval. It imposes no normalisation and no condition at large r, so g need not be a bound state.

```lean
/-- The reduced radial equation `g'' + (2(l+1)/r) g' + (2q/r) g = W g` for `0 < r < 1`. -/
def CuspEquation (l : ℕ) (q : ℝ) (W g : ℝ → ℝ) : Prop :=
  ∀ r ∈ Ioo (0 : ℝ) 1,
    deriv (deriv g) r + 2 * (l + 1) / r * deriv g r + 2 * q / r * g r = W r * g r
```

Q: Show me that the centrifugal term really goes away.

A: Differentiate R = r^l g twice:

R′ = l r^(l−1) g + r^l g′

R″ = l(l−1) r^(l−2) g + 2l r^(l−1) g′ + r^l g″

In the radial Laplacian, the terms in g carry the factor

l(l−1) + 2l − l(l+1) = 0

and the terms in g′ add up to (2l+2)/r. What remains is r^l (g″ + (2(l+1)/r) g′).

The first lemma below records that g′ is continuously differentiable. The second is the computation above: `h1` and `h2` are the two derivatives, while `a` and `b` rewrite the lowered powers as multiples of r^l. The small values of l are treated separately there because l − 1 is a subtraction of natural numbers; the prefactors vanish exactly where it would go wrong.

```lean
/-- The slope of a twice continuously differentiable function is continuously
differentiable. -/
theorem contDiff_slope {g : ℝ → ℝ} (hg : ContDiff ℝ 2 g) : ContDiff ℝ 1 (deriv g) := by
  have h : ContDiff ℝ (1 + 1) g := by
    rw [one_add_one_eq_two]
    exact hg
  exact (contDiff_succ_iff_deriv.1 h).2.2

/-- Factoring `r ^ l` out of a partial wave removes the centrifugal term from the radial
Laplacian. -/
theorem radialLaplacian_pow_mul (l : ℕ) {g : ℝ → ℝ} (hg : ContDiff ℝ 2 g) {r : ℝ}
    (hr : r ≠ 0) :
    radialLaplacian l (fun x => x ^ l * g x) r =
      r ^ l * (deriv (deriv g) r + 2 * (l + 1) / r * deriv g r) := by
  have d0 : Differentiable ℝ g := hg.differentiable (by norm_num)
  have d1 : Differentiable ℝ (deriv g) := (contDiff_slope hg).differentiable (by norm_num)
  have h1 : deriv (fun x => x ^ l * g x) =
      fun x => (l : ℝ) * x ^ (l - 1) * g x + x ^ l * deriv g x :=
    funext fun x => ((hasDerivAt_pow l x).fun_mul (d0 x).hasDerivAt).deriv
  have h2 := (((hasDerivAt_pow (l - 1) r).const_mul (l : ℝ)).fun_mul
    (d0 r).hasDerivAt).fun_add ((hasDerivAt_pow l r).fun_mul (d1 r).hasDerivAt)
  -- the powers of `r` produced by differentiation, written as multiples of `r ^ l`
  have a : (l : ℝ) * r ^ (l - 1) = l * r ^ l / r := by
    rcases l with _ | n
    · simp
    · rw [eq_div_iff hr]
      simp only [Nat.add_sub_cancel]
      ring
  have b : (l : ℝ) * (((l - 1 : ℕ) : ℝ) * r ^ (l - 1 - 1)) =
      l * (l - 1) * r ^ l / r ^ 2 := by
    rcases l with _ | _ | n
    · simp
    · simp
    · rw [eq_div_iff (pow_ne_zero 2 hr)]
      simp only [Nat.add_sub_cancel]
      push_cast
      ring
  simp only [radialLaplacian, h1, h2.deriv]
  linear_combination g r * b + (2 * deriv g r + 2 / r * g r) * a
```

Q: Now the cusp itself. Where does the slope come from?

A: Multiply the reduced equation by r:

r g″ + 2(l+1) g′ + 2q g = r W g

Let r → 0 from above. Since g″ is continuous, r g″ → 0. If r W → 0 as well, then

2(l+1) g′(0) + 2q g(0) = 0

g′(0) = −q g(0)/(l+1)

In the proof, `he` is the multiplied equation, valid for small positive r, and `tendsto_nhds_unique` equates the limits of its two sides. The symbol `𝓝[>] 0` denotes the approach to zero from the right.

```lean
/-- A twice continuously differentiable solution `g` of the reduced radial equation obeys the cusp
condition `g'(0) = -q g(0)/(l+1)` if `r W(r)` tends to zero at the origin. -/
theorem cusp_of_weak_singularity {l : ℕ} {q : ℝ} {W g : ℝ → ℝ} (hg : ContDiff ℝ 2 g)
    (h : CuspEquation l q W g) (hW : Tendsto (fun r => r * W r) (𝓝[>] 0) (𝓝 0)) :
    deriv g 0 = -q * g 0 / (l + 1) := by
  have c1 := contDiff_slope hg
  have t : Tendsto (fun r : ℝ => r) (𝓝[>] 0) (𝓝 0) := tendsto_id.mono_left nhdsWithin_le_nhds
  have t0 : Tendsto g (𝓝[>] 0) (𝓝 (g 0)) :=
    (hg.continuous.tendsto 0).mono_left nhdsWithin_le_nhds
  have t1 : Tendsto (deriv g) (𝓝[>] 0) (𝓝 (deriv g 0)) :=
    (c1.continuous.tendsto 0).mono_left nhdsWithin_le_nhds
  have t2 : Tendsto (deriv (deriv g)) (𝓝[>] 0) (𝓝 (deriv (deriv g) 0)) :=
    ((c1.continuous_deriv (by norm_num)).tendsto 0).mono_left nhdsWithin_le_nhds
  -- multiply the equation by `r` and compare the limits of both sides
  have he : (fun r => r * W r * g r - r * deriv (deriv g) r) =ᶠ[𝓝[>] 0]
      fun r => 2 * ((l : ℝ) + 1) * deriv g r + 2 * q * g r := by
    filter_upwards [Ioo_mem_nhdsGT (zero_lt_one' ℝ)] with r hr
    have e := h r hr
    have hi : r * r⁻¹ = 1 := mul_inv_cancel₀ hr.1.ne'
    linear_combination (-r) * e + (2 * ((l : ℝ) + 1) * deriv g r + 2 * q * g r) * hi
  have u := tendsto_nhds_unique (((hW.mul t0).sub (t.mul t2)).congr' he)
    ((t1.const_mul (2 * ((l : ℝ) + 1))).add (t0.const_mul (2 * q)))
  rw [eq_div_iff (Nat.cast_add_one_ne_zero l)]
  linear_combination (-1 / 2) * u
```

Q: And a bounded W is a special case?

A: Yes. If |W| ≤ C, then |r W| ≤ r C, which tends to zero; the proof is this squeeze. Physically, boundedness means that the remaining potential does not diverge as r → 0, so that the whole Coulomb singularity there is in the q term.

```lean
/-- For every `l`, a twice continuously differentiable solution `g` of the reduced radial equation
obeys the cusp condition `g'(0) = -q g(0)/(l+1)` if `W` is bounded on `0 < r < 1`. -/
theorem partial_wave_cusp {l : ℕ} {q C : ℝ} {W g : ℝ → ℝ} (hg : ContDiff ℝ 2 g)
    (h : CuspEquation l q W g) (hC : ∀ r ∈ Ioo (0 : ℝ) 1, |W r| ≤ C) :
    deriv g 0 = -q * g 0 / (l + 1) := by
  have t : Tendsto (fun r : ℝ => r) (𝓝[>] 0) (𝓝 0) := tendsto_id.mono_left nhdsWithin_le_nhds
  have tC : Tendsto (fun r : ℝ => r * C) (𝓝[>] 0) (𝓝 0) := by
    simpa using t.mul_const C
  refine cusp_of_weak_singularity hg h (squeeze_zero_norm' ?_ tC)
  filter_upwards [Ioo_mem_nhdsGT (zero_lt_one' ℝ)] with r hr
  rw [Real.norm_eq_abs, abs_mul, abs_of_pos hr.1]
  exact mul_le_mul_of_nonneg_left (hC r hr) hr.1.le
```

The smallest case, l = 0, gives g′(0) = −q g(0). If also q = 0, the slope vanishes and there is no cusp.

Q: Does the equation say anything about the next order?

A: It fixes the curvature, provided W has a limit w at the origin. Group the singular terms:

g″ + 2(l+1) · [g′ + q g/(l+1)]/r = W g

The square bracket vanishes at r = 0 by the cusp condition, so its quotient by r tends to its derivative there:

g″(0) + 2(l+1) [g″(0) + q g′(0)/(l+1)] = w g(0)

(2l+3) g″(0) + 2q g′(0) = w g(0)

Inserting g′(0) = −q g(0)/(l+1) gives

(2l+3) g″(0) = (w + 2q²/(l+1)) g(0)

The proof follows the same route: `h0` says that the bracket vanishes, `hs` is the limit of the quotient, and uniqueness of limits does the rest.

```lean
/-- If `W` tends to `w` at the origin, a twice continuously differentiable solution `g` of the
reduced radial equation obeys `(2l+3) g''(0) = (w + 2q²/(l+1)) g(0)`. -/
theorem second_order_cusp {l : ℕ} {q w : ℝ} {W g : ℝ → ℝ} (hg : ContDiff ℝ 2 g)
    (h : CuspEquation l q W g) (hW : Tendsto W (𝓝[>] 0) (𝓝 w)) :
    (2 * l + 3) * deriv (deriv g) 0 = (w + 2 * q ^ 2 / (l + 1)) * g 0 := by
  have c1 := contDiff_slope hg
  have t : Tendsto (fun r : ℝ => r) (𝓝[>] 0) (𝓝 0) := tendsto_id.mono_left nhdsWithin_le_nhds
  have c := cusp_of_weak_singularity hg h (by simpa using t.mul hW)
  have hk : ((l : ℝ) + 1) * (q / (l + 1)) = q := mul_div_cancel₀ q (Nat.cast_add_one_ne_zero l)
  have h0 : deriv g 0 + q / (l + 1) * g 0 = 0 := by
    rw [c]
    ring
  have d0 : Differentiable ℝ g := hg.differentiable (by norm_num)
  have d1 : Differentiable ℝ (deriv g) := c1.differentiable (by norm_num)
  -- the combination `g' + q g/(l+1)` vanishes at the origin, so its quotient by `r` converges
  have hd := (d1 0).hasDerivAt.fun_add ((d0 0).hasDerivAt.const_mul (q / ((l : ℝ) + 1)))
  have hs : Tendsto (fun r => r⁻¹ * (deriv g r + q / (l + 1) * g r)) (𝓝[>] 0)
      (𝓝 (deriv (deriv g) 0 + q / (l + 1) * deriv g 0)) := by
    refine hd.tendsto_slope_zero_right.congr (fun r => ?_)
    simp only [zero_add, smul_eq_mul, h0, sub_zero]
  have t0 : Tendsto g (𝓝[>] 0) (𝓝 (g 0)) :=
    (hg.continuous.tendsto 0).mono_left nhdsWithin_le_nhds
  have t2 : Tendsto (deriv (deriv g)) (𝓝[>] 0) (𝓝 (deriv (deriv g) 0)) :=
    ((c1.continuous_deriv (by norm_num)).tendsto 0).mono_left nhdsWithin_le_nhds
  have he : (fun r => W r * g r) =ᶠ[𝓝[>] 0] fun r => deriv (deriv g) r +
      2 * ((l : ℝ) + 1) * (r⁻¹ * (deriv g r + q / (l + 1) * g r)) := by
    filter_upwards [Ioo_mem_nhdsGT (zero_lt_one' ℝ)] with r hr
    have e := h r hr
    linear_combination -e - 2 * r⁻¹ * g r * hk
  have u := tendsto_nhds_unique ((hW.mul t0).congr' he)
    (t2.add (hs.const_mul (2 * ((l : ℝ) + 1))))
  linear_combination -u - 2 * deriv g 0 * hk - 2 * q * c
```

Q: So far q is just a number. Connect it to a Schrödinger equation.

A: Insert R = r^l g into the radial equation with energy E, cancel r^l and multiply by −2μ:

g″ + (2(l+1)/r) g′ − (2μc/r) g = 2μ(V − E) g

Hence q = −μc and W = 2μ(V − E), and the slope is

g′(0) = μ c g(0)/(l+1)

In the proof, `hq` is this translation, and `hb` bounds W by 2μ(C + |E|) when |V| ≤ C.

For an electron at a fixed nucleus of charge Z, put μ = 1, c = −Z and l = 0. The slope is then −Z g(0).

```lean
/-- If `g` is twice continuously differentiable and `r ^ l * g r` solves, for `0 < r < 1`, the
radial Schrödinger equation with reduced mass `μ > 0`, Coulomb term `c / r` and a bounded remaining
potential, then `g'(0) = μ c g(0)/(l+1)`. -/
theorem coulomb_cusp {l : ℕ} {μ c E C : ℝ} {V g : ℝ → ℝ} (hμ : 0 < μ) (hg : ContDiff ℝ 2 g)
    (hC : ∀ r ∈ Ioo (0 : ℝ) 1, |V r| ≤ C)
    (h : ∀ r ∈ Ioo (0 : ℝ) 1,
      radialHamiltonian μ c V l (fun x => x ^ l * g x) r = E * (r ^ l * g r)) :
    deriv g 0 = μ * c * g 0 / (l + 1) := by
  have hq : CuspEquation l (-(μ * c)) (fun r => 2 * μ * (V r - E)) g := by
    intro r hr
    have e := h r hr
    simp only [radialHamiltonian] at e
    rw [radialLaplacian_pow_mul l hg hr.1.ne'] at e
    have hi : μ * μ⁻¹ = 1 := mul_inv_cancel₀ hμ.ne'
    -- cancel the common factor `r ^ l`
    apply mul_left_cancel₀ (pow_ne_zero l hr.1.ne')
    change r ^ l * (deriv (deriv g) r + 2 * (l + 1) / r * deriv g r +
      2 * -(μ * c) / r * g r) = r ^ l * (2 * μ * (V r - E) * g r)
    linear_combination (-2 * μ) * e -
      r ^ l * (deriv (deriv g) r + 2 * (l + 1) / r * deriv g r) * hi
  have hb : ∀ r ∈ Ioo (0 : ℝ) 1, |2 * μ * (V r - E)| ≤ 2 * μ * (C + |E|) := by
    intro r hr
    have h2 : 0 < 2 * μ := by positivity
    rw [abs_mul, abs_of_pos h2]
    exact mul_le_mul_of_nonneg_left
      ((norm_sub_le (V r) E).trans (add_le_add (hC r hr) le_rfl)) h2.le
  have k := partial_wave_cusp hg hq hb
  rwa [neg_neg] at k
```

Q: And two electrons?

A: Their reduced mass is 1/2 and they repel with c = 1. A relative s wave has g′(0) = g(0)/2, and a relative p wave, written r g(r), has g′(0) = g(0)/4. Scaled to g(0) = 1, the slopes are 1/2 and 1/4. Both theorems substitute numbers into `coulomb_cusp`.

```lean
/-- For two electrons in a relative s wave `g`, with `g` twice continuously differentiable and the
remaining potential bounded for `0 < r < 1`, the slope at coalescence is `g(0)/2`. -/
theorem electron_pair_cusp_s {E C : ℝ} {V g : ℝ → ℝ} (hg : ContDiff ℝ 2 g)
    (hC : ∀ r ∈ Ioo (0 : ℝ) 1, |V r| ≤ C)
    (h : ∀ r ∈ Ioo (0 : ℝ) 1, radialHamiltonian (1 / 2) 1 V 0 g r = E * g r) :
    deriv g 0 = g 0 / 2 := by
  have k := coulomb_cusp (l := 0) (μ := 1 / 2) (c := 1) (E := E) (by norm_num) hg hC
    (by simpa only [pow_zero, one_mul] using h)
  rw [k]
  push_cast
  ring

/-- For two electrons in a relative p wave `r g(r)`, with `g` twice continuously differentiable and
the remaining potential bounded for `0 < r < 1`, the slope of `g` at coalescence is `g(0)/4`. -/
theorem electron_pair_cusp_p {E C : ℝ} {V g : ℝ → ℝ} (hg : ContDiff ℝ 2 g)
    (hC : ∀ r ∈ Ioo (0 : ℝ) 1, |V r| ≤ C)
    (h : ∀ r ∈ Ioo (0 : ℝ) 1,
      radialHamiltonian (1 / 2) 1 V 1 (fun x => x * g x) r = E * (r * g r)) :
    deriv g 0 = g 0 / 4 := by
  have k := coulomb_cusp (l := 1) (μ := 1 / 2) (c := 1) (E := E) (by norm_num) hg hC
    (by simpa only [pow_one] using h)
  rw [k]
  push_cast
  ring
```

Q: In helium the relative motion doesn't separate. Isn't that the case people care about?

A: It is, and these theorems do not reach it. Kato's cusp condition concerns a many-electron wavefunction, averaged over a small sphere around the coalescence point with the other coordinates held fixed. Here there is one radial coordinate, and V depends on it alone. Correlation factors in electronic-structure methods are commonly given the slopes 1/2 and 1/4; the theorems derive those values for a pair whose relative motion separates and whose remaining potential is bounded near coalescence.

Q: Give me such a pair, with numbers.

A: Two electrons in a harmonic trap of frequency 1/2 separate exactly. The relative motion has l = 0 and V = r²/16, and one solution, scaled to g(0) = 1, is

g(r) = (1 + r/2) exp(−r²/8), with E = 5/4

To check it, write p = 1 + r/2 and divide out the exponential. Then

g″ + (2/r) g′ → 1/r − r/4 + (r²/16 − 3/4) p

The repulsion contributes −p/r = −1/r − 1/2. The 1/r terms cancel, and −r/4 − 1/2 = −p/2, which leaves (r²/16 − 5/4) p. That is (V − E) p, as required.

Near the origin g = 1 + r/2 − r²/8 + …, so g′(0) = 1/2. The curvature agrees too: g″(0) = −1/4, and with w = −5/4 and q = −1/2 the formula reads 3 · (−1/4) = −5/4 + 1/2.

Q: Could the hypotheses be so strict that, for some l and q, only g = 0 satisfies them?

A: No. For every l and q the function exp(−q r/(l+1)) solves the reduced equation with the constant W = (q/(l+1))². With k = q/(l+1), its second derivative supplies k² g, and the two 1/r terms cancel because (l+1)k = q. The proof computes the derivatives and uses that identity. For q = Z > 0 these are the radial functions of the hydrogen-like states with principal quantum number l + 1, with r^l divided out.

```lean
/-- The exponential `exp(-q r/(l+1))` solves the reduced radial equation with the constant
`W = (q/(l+1))²`. -/
theorem cuspEquation_witness (l : ℕ) (q : ℝ) :
    CuspEquation l q (fun _ => (q / (l + 1)) ^ 2)
      (fun r => Real.exp (-(q / (l + 1)) * r)) := by
  have d : ∀ k x : ℝ, HasDerivAt (fun r => Real.exp (k * r)) (k * Real.exp (k * x)) x :=
    fun k x => (((hasDerivAt_id' x).const_mul k).exp).congr_deriv (by ring)
  have h1 : ∀ k : ℝ, deriv (fun r => Real.exp (k * r)) = fun r => k * Real.exp (k * r) :=
    fun k => funext fun x => (d k x).deriv
  have h2 : ∀ k x : ℝ, deriv (fun r => k * Real.exp (k * r)) x =
      k * (k * Real.exp (k * x)) := fun k x => ((d k x).const_mul k).deriv
  have hk : ((l : ℝ) + 1) * (q / (l + 1)) = q := mul_div_cancel₀ q (Nat.cast_add_one_ne_zero l)
  intro r _
  simp only [h1, h2]
  linear_combination (-2 / r * Real.exp (-(q / (l + 1)) * r)) * hk
```

Q: And if W is allowed a Coulomb singularity of its own?

A: Then the slope can come out wrong. Take W = 2q/r with q ≠ 0. The two Coulomb terms cancel, so g = 1 is a solution with slope zero, whereas the cusp formula would give −q/(l+1). Here r W = 2q does not tend to zero, so the hypothesis of `cusp_of_weak_singularity` fails. The last theorem proves both halves: the constant solves the equation, and its slope differs from the formula.

```lean
/-- With the unbounded `W = 2q/r` and `q ≠ 0`, the constant function `1` solves the reduced
radial equation and violates the cusp condition. -/
theorem cusp_fails_for_coulomb_singularity (l : ℕ) {q : ℝ} (hq : q ≠ 0) :
    CuspEquation l q (fun r => 2 * q / r) (fun _ => 1) ∧
      deriv (fun _ : ℝ => (1 : ℝ)) 0 ≠ -q * 1 / (l + 1) := by
  constructor
  · intro r _
    simp
  · rw [deriv_const, mul_one]
    exact (div_ne_zero (neg_ne_zero.2 hq) (Nat.cast_add_one_ne_zero l)).symm

end

end PartialWaveCusp
```

```lean
#print axioms PartialWaveCusp.partial_wave_cusp
-- 'PartialWaveCusp.partial_wave_cusp' depends on axioms: [propext, Classical.choice, Quot.sound]
#print axioms PartialWaveCusp.electron_pair_cusp_s
-- 'PartialWaveCusp.electron_pair_cusp_s' depends on axioms: [propext, Classical.choice, Quot.sound]
#print axioms PartialWaveCusp.electron_pair_cusp_p
-- 'PartialWaveCusp.electron_pair_cusp_p' depends on axioms: [propext, Classical.choice, Quot.sound]
#print axioms PartialWaveCusp.cusp_fails_for_coulomb_singularity
-- 'PartialWaveCusp.cusp_fails_for_coulomb_singularity' depends on axioms: [propext, Classical.choice, Quot.sound]
```
